# The potential step of a two-exponential density recedes as the slow component vanishes

In one dimension, let the density tail of two electrons in a shared orbital be a sum of two exponentials with positive weights and different positive decay rates. Continued over the whole line, this tail belongs to a one-particle potential that is a strictly decreasing step. The weights only move the step and never change its shape. If two ionization energies set the decay constants, they alone fix its height. As the weight of the slowly decaying component goes to zero and the other weight stays fixed, the step moves off to plus infinity.

This bears on the steps of exact Kohn–Sham potentials, which matter for ionization in time-dependent density functional theory, though the model here is static, one-dimensional and limited to two electrons in one real orbital.

```lean
import Mathlib

open Filter Topology

namespace RecedingPotentialStep

noncomputable section
```

## Density, orbital and potential

Atomic units are used throughout. The weights are $a,b>0$. The decay constants $\alpha>\beta$ are those of orbital amplitudes, so the components of the density carry twice these rates:

$$n(x)=A(x)+B(x),\qquad A(x)=a\,e^{-2\alpha x},\quad B(x)=b\,e^{-2\beta x}.$$

For $\beta>0$ this density grows without bound towards minus infinity and cannot be normalised. It models a tail, continued over the whole line so that both sides of the step can be expressed as limits.

```lean
/-- Density tail made of the exponentials `exp(-2αx)` and `exp(-2βx)` with weights `a` and `b`. -/
def density (a b α β x : ℝ) : ℝ :=
  a * Real.exp (-2 * α * x) + b * Real.exp (-2 * β * x)
```

Two electrons of opposite spin share the orbital $\varphi=\sqrt{n/2}$.

```lean
/-- The doubly occupied orbital `φ = √(n/2)` of a two-electron density `n`. -/
def orbital (a b α β x : ℝ) : ℝ := Real.sqrt (density a b α β x / 2)
```

The equation $-\tfrac12\varphi''+v\varphi=\varepsilon\varphi$ gives $v-\varepsilon=\varphi''/(2\varphi)$. Call this quantity $V(x)$. It is the whole one-particle potential measured from the orbital energy, not its exchange-correlation part. In Lean it contains the actual second derivative, `deriv (deriv (orbital a b α β))`, so its form has to be derived.

```lean
/-- The potential `φ''/(2φ)`, measured from the orbital energy, that the one-particle
Schrödinger equation assigns to the orbital; its domain is where `φ` does not vanish. -/
def invertedPotential (a b α β x : ℝ) : ℝ :=
  deriv (deriv (orbital a b α β)) x / (2 * orbital a b α β x)
```

Three auxiliary quantities are needed. The first is the point $x_0=\ln(a/b)/(2(\alpha-\beta))$, where the two components of the density are equal. It serves as the position of the step.

```lean
/-- The point `ln(a/b)/(2(α-β))`, for `a, b > 0` and `α ≠ β`. -/
def stepPosition (a b α β : ℝ) : ℝ := Real.log (a / b) / (2 * (α - β))
```

The second is the logistic function $s(y)=1/(1+e^{2(\alpha-\beta)y})$.

```lean
/-- The logistic function `1/(1 + exp(2(α-β)y))`. -/
def share (α β y : ℝ) : ℝ := (1 + Real.exp (2 * (α - β) * y))⁻¹
```

The third is a function built from $s=s(y)$,

$$w(y)=\tfrac12\left[\alpha^2 s+\beta^2(1-s)\right]+\tfrac12(\alpha-\beta)^2 s(1-s).$$

```lean
/-- The step profile: the mean of `α²/2` and `β²/2` with weights `p` and `1-p`, plus
`(α-β)² p(1-p)/2`, where `p` is the logistic share at `y`. -/
def stepProfile (α β y : ℝ) : ℝ :=
  (α ^ 2 * share α β y + β ^ 2 * (1 - share α β y)) / 2
    + (α - β) ^ 2 * (share α β y * (1 - share α β y)) / 2
```

## (a) Positivity of the density

Show that $n(x)>0$ for every $x$.

Both terms are a positive weight times an exponential, so their sum is positive. Hence $\varphi>0$, and division by $\varphi$ is legitimate everywhere. The tactic `positivity` makes the same observation.

```lean
variable {a b α β : ℝ}

/-- For positive weights the density is positive everywhere. -/
theorem density_pos (ha : 0 < a) (hb : 0 < b) (x : ℝ) : 0 < density a b α β x := by
  unfold density
  positivity
```

## (b) The fraction carried by the fast component

Show that the fast-decaying component carries the fraction

$$\frac{A(x)}{n(x)}=s(x-x_0).$$

Divide numerator and denominator by $A$ to get $1/(1+B/A)$. Since $2(\alpha-\beta)x_0=\ln(a/b)$,

$$\frac{B}{A}=\frac ba\,e^{2(\alpha-\beta)x}=e^{2(\alpha-\beta)(x-x_0)}.$$

In the proof, `hL` is the identity for $x_0$ and `h1` splits the exponent. The exponentials are then replaced by positive numbers `E` and `F`, and `field_simp` finishes the algebra. Only $\beta<\alpha$ is assumed, not the sign of $\beta$.

```lean
/-- For `a, b > 0` and `β < α`, the fraction of the density carried by the `α` component is the
logistic share at the signed displacement `x - stepPosition a b α β`. -/
theorem fraction_eq_share (ha : 0 < a) (hb : 0 < b) (h : β < α) (x : ℝ) :
    a * Real.exp (-2 * α * x) / density a b α β x
      = share α β (x - stepPosition a b α β) := by
  have hne : α - β ≠ 0 := (sub_pos.2 h).ne'
  have hL : 2 * (α - β) * stepPosition a b α β = Real.log (a / b) := by
    unfold stepPosition
    field_simp
  have h1 : 2 * (α - β) * (x - stepPosition a b α β)
      = -2 * β * x - -2 * α * x - Real.log (a / b) := by
    rw [mul_sub, hL]
    ring
  unfold share density
  rw [h1, Real.exp_sub, Real.exp_sub, Real.exp_log (div_pos ha hb)]
  have hE := Real.exp_pos (-2 * α * x)
  have hF := Real.exp_pos (-2 * β * x)
  generalize Real.exp (-2 * α * x) = E at hE ⊢
  generalize Real.exp (-2 * β * x) = F at hF ⊢
  field_simp
```

## (c) Derivative of one exponential

Show that, for constants $c$ and $k$,

$$\frac{d}{dx}\,c\,e^{kx}=c\,k\,e^{kx}.$$

This is the chain rule. `HasDerivAt` states both that the derivative exists at the point and what it equals.

```lean
/-- Derivative of a single exponential component. -/
theorem component_hasDerivAt (c k x : ℝ) :
    HasDerivAt (fun y => c * Real.exp (k * y)) (c * k * Real.exp (k * x)) x :=
  ((((hasDerivAt_id' x).const_mul k).exp).const_mul c).congr_deriv (by ring)
```

## (d) Second derivative of the orbital

Show that

$$\varphi''=\frac{\alpha^2A+\beta^2B}{\varphi}-\frac{(\alpha A+\beta B)^2}{4\varphi^3}.$$

By (c), $A'=-2\alpha A$ and $B'=-2\beta B$. Differentiating $\varphi^2=n/2$ gives $2\varphi\varphi'=-(\alpha A+\beta B)$, so

$$\varphi'=-\frac{\alpha A+\beta B}{2\varphi}.$$

The quotient rule then yields

$$\varphi''=\frac{2\alpha^2A+2\beta^2B}{2\varphi}+\frac{(\alpha A+\beta B)\,\varphi'}{2\varphi^2},$$

and inserting $\varphi'$ gives the result.

In Lean, `h1` is the first derivative at every point, obtained from the rule for the square root, which needs $n/2\neq0$. Because it holds at every point, `deriv (orbital a b α β)` can be replaced by the explicit quotient as a function. `hN` differentiates the numerator, `fun_div` applies the quotient rule, and `field_simp` with `ring` compares the two forms.

```lean
/-- For positive weights, with components `A`, `B` of the density, the orbital has second
derivative `(α²A + β²B)/φ - (αA + βB)²/(4φ³)`. -/
theorem orbital_second_derivative (ha : 0 < a) (hb : 0 < b) (x : ℝ) :
    HasDerivAt (deriv (orbital a b α β))
      ((α ^ 2 * (a * Real.exp (-2 * α * x)) + β ^ 2 * (b * Real.exp (-2 * β * x)))
          / orbital a b α β x
        - (α * (a * Real.exp (-2 * α * x)) + β * (b * Real.exp (-2 * β * x))) ^ 2
          / (4 * orbital a b α β x ^ 3)) x := by
  -- first derivative, from the chain rule for the square root
  have h1 : ∀ y, HasDerivAt (orbital a b α β)
      (-(α * (a * Real.exp (-2 * α * y)) + β * (b * Real.exp (-2 * β * y)))
        / (2 * orbital a b α β y)) y := by
    intro y
    have hn : HasDerivAt (density a b α β) (a * (-2 * α) * Real.exp (-2 * α * y)
        + b * (-2 * β) * Real.exp (-2 * β * y)) y :=
      (component_hasDerivAt a (-2 * α) y).fun_add (component_hasDerivAt b (-2 * β) y)
    refine ((hn.div_const 2).sqrt (half_pos (density_pos ha hb y)).ne').congr_deriv ?_
    unfold orbital
    ring
  have hφ : 0 < orbital a b α β x := Real.sqrt_pos.2 (half_pos (density_pos ha hb x))
  rw [funext fun y => (h1 y).deriv]
  -- second derivative, from the quotient rule
  have hN := (((component_hasDerivAt a (-2 * α) x).const_mul α).fun_add
    ((component_hasDerivAt b (-2 * β) x).const_mul β)).fun_neg
  refine (hN.fun_div ((h1 x).const_mul 2) (by positivity)).congr_deriv ?_
  generalize orbital a b α β x = φ at hφ ⊢
  generalize Real.exp (-2 * α * x) = E
  generalize Real.exp (-2 * β * x) = F
  field_simp
  ring
```

## (e) The potential as a translated profile

Show that

$$V(x)=w(x-x_0).$$

Write $p=A/n$, so $B/n=1-p$. Dividing the result of (d) by $2\varphi$ and using $2\varphi^2=n$ gives

$$V=\alpha^2p+\beta^2(1-p)-\tfrac12\left[\alpha p+\beta(1-p)\right]^2.$$

The square of the mean decay constant is the mean square minus the variance:

$$\left[\alpha p+\beta(1-p)\right]^2=\alpha^2p+\beta^2(1-p)-(\alpha-\beta)^2p(1-p).$$

Therefore

$$V=\tfrac12\left[\alpha^2p+\beta^2(1-p)\right]+\tfrac12(\alpha-\beta)^2p(1-p),$$

and $p=s(x-x_0)$ by (b). The weights enter through $x_0$ alone.

In the proof, `hn` is $n=2\varphi^2$, and `hB` uses it to eliminate $B$. After the derivative and the fraction have been inserted, what remains is an identity in $\varphi$, $A$, $\alpha$ and $\beta$.

```lean
/-- For `a, b > 0` and `β < α`, the inverted potential depends on the weights only through a
translation: it is the step profile shifted by `ln(a/b)/(2(α-β))`. -/
theorem invertedPotential_eq_profile (ha : 0 < a) (hb : 0 < b) (h : β < α) (x : ℝ) :
    invertedPotential a b α β x = stepProfile α β (x - stepPosition a b α β) := by
  have hφ : 0 < orbital a b α β x := Real.sqrt_pos.2 (half_pos (density_pos ha hb x))
  have hn : density a b α β x = 2 * orbital a b α β x ^ 2 := by
    unfold orbital
    rw [Real.sq_sqrt (half_pos (density_pos ha hb x)).le]
    ring
  have hB : b * Real.exp (-2 * β * x)
      = 2 * orbital a b α β x ^ 2 - a * Real.exp (-2 * α * x) := by
    rw [← hn]
    unfold density
    ring
  unfold invertedPotential stepProfile
  rw [(orbital_second_derivative ha hb x).deriv, ← fraction_eq_share ha hb h, hn, hB]
  generalize orbital a b α β x = φ at hφ ⊢
  generalize a * Real.exp (-2 * α * x) = A
  field_simp
  ring
```

## (f) Shape of the profile

Let $0<\beta<\alpha$. Show that $w$ is strictly decreasing and that

$$\lim_{y\to-\infty}w(y)=\frac{\alpha^2}{2},\qquad \lim_{y\to+\infty}w(y)=\frac{\beta^2}{2}.$$

Take $y<z$ and set $p=s(y)$, $q=s(z)$. The exponential in the denominator of $s$ increases, so $q<p<1$. Subtracting the two values of $w$ and factoring gives

$$w(y)-w(z)=\tfrac12(p-q)(\alpha-\beta)\left[(\alpha-\beta)(2-p-q)+2\beta\right]>0.$$

The step therefore has no peak, even though the term with $s(1-s)$ is itself a bump. For the limits, $s\to1$ at minus infinity and $s\to0$ at plus infinity, and $w$ is a polynomial in $s$.

`StrictAnti` means strictly decreasing. The positive product above, without its factor one half, is `hpos`. The two `Tendsto` statements are the limits, where `atBot` and `atTop` stand for minus and plus infinity; they follow from the limits of `share` and the continuity `hc`.

```lean
/-- For `0 < β < α` the profile decreases strictly from `α²/2` at minus infinity to `β²/2` at
plus infinity. -/
theorem stepProfile_shape (hβ : 0 < β) (h : β < α) :
    StrictAnti (stepProfile α β) ∧ Tendsto (stepProfile α β) atBot (𝓝 (α ^ 2 / 2)) ∧
      Tendsto (stepProfile α β) atTop (𝓝 (β ^ 2 / 2)) := by
  have hd : 0 < α - β := sub_pos.2 h
  have hk : 0 < 2 * (α - β) := by positivity
  have hc : Continuous (fun p : ℝ => (α ^ 2 * p + β ^ 2 * (1 - p)) / 2
      + (α - β) ^ 2 * (p * (1 - p)) / 2) := by fun_prop
  refine ⟨?_, ?_, ?_⟩
  · intro y z hyz
    have he : Real.exp (2 * (α - β) * y) < Real.exp (2 * (α - β) * z) :=
      Real.exp_lt_exp.mpr (by nlinarith [mul_pos hk (sub_pos.2 hyz)])
    have hlt : share α β z < share α β y :=
      inv_strictAnti₀ (by positivity) (by linarith)
    have h1 : share α β y < 1 :=
      inv_lt_one_of_one_lt₀ (by linarith [Real.exp_pos (2 * (α - β) * y)])
    unfold stepProfile
    generalize share α β y = p at hlt h1 ⊢
    generalize share α β z = q at hlt ⊢
    -- the difference of the two values is half of this positive product
    have hpos : 0 < (p - q) * ((α - β) * ((α - β) * (2 - p - q) + 2 * β)) := by
      have h2 : 0 < 2 - p - q := by linarith
      have h3 : 0 < p - q := by linarith
      positivity
    nlinarith [hpos]
  · have hs : Tendsto (share α β) atBot (𝓝 1) := by
      have h0 := Real.tendsto_exp_atBot.comp
        ((tendsto_id : Tendsto (fun y : ℝ => y) atBot atBot).const_mul_atBot hk)
      have h1 := (h0.const_add 1).inv₀ (by norm_num)
      rw [add_zero, inv_one] at h1
      exact h1
    have e : α ^ 2 / 2 = (α ^ 2 * 1 + β ^ 2 * (1 - 1)) / 2
        + (α - β) ^ 2 * (1 * (1 - 1)) / 2 := by ring
    rw [e]
    exact (hc.tendsto 1).comp hs
  · have hs : Tendsto (share α β) atTop (𝓝 0) :=
      tendsto_inv_atTop_zero.comp (tendsto_atTop_add_const_left atTop 1
        (Real.tendsto_exp_atTop.comp
          ((tendsto_id : Tendsto (fun y : ℝ => y) atTop atTop).const_mul_atTop hk)))
    have e : β ^ 2 / 2 = (α ^ 2 * 0 + β ^ 2 * (1 - 0)) / 2
        + (α - β) ^ 2 * (0 * (1 - 0)) / 2 := by ring
    rw [e]
    exact (hc.tendsto 0).comp hs
```

## (g) Shape of the inverted potential

For $0<\beta<\alpha$, show that $V$ is strictly decreasing, with

$$\lim_{x\to-\infty}V(x)=\frac{\alpha^2}{2},\qquad \lim_{x\to+\infty}V(x)=\frac{\beta^2}{2}.$$

By (e), $V$ is $w$ after the shift $x\mapsto x-x_0$. A shift by a fixed amount preserves order and leaves both infinities in place, so (f) carries over. The proof rewrites the potential as a function with (e) and composes each limit with the shift.

```lean
/-- For `a, b > 0` and `0 < β < α`, the inverted potential is a strictly decreasing step from
`α²/2` at minus infinity to `β²/2` at plus infinity. -/
theorem invertedPotential_step (ha : 0 < a) (hb : 0 < b) (hβ : 0 < β) (h : β < α) :
    StrictAnti (invertedPotential a b α β) ∧
      Tendsto (invertedPotential a b α β) atBot (𝓝 (α ^ 2 / 2)) ∧
      Tendsto (invertedPotential a b α β) atTop (𝓝 (β ^ 2 / 2)) := by
  obtain ⟨hanti, hbot, htop⟩ := stepProfile_shape hβ h
  rw [funext (invertedPotential_eq_profile ha hb h)]
  refine ⟨fun y z hyz => hanti (by linarith), hbot.comp ?_, htop.comp ?_⟩
  · simpa only [sub_eq_add_neg, id_eq] using tendsto_atBot_add_const_right atBot
      (-stepPosition a b α β) (tendsto_id : Tendsto (fun y : ℝ => y) atBot atBot)
  · simpa only [sub_eq_add_neg, id_eq] using tendsto_atTop_add_const_right atTop
      (-stepPosition a b α β) (tendsto_id : Tendsto (fun y : ℝ => y) atTop atTop)
```

## (h) Height in terms of ionization energies

Let $\alpha=\sqrt{2I_1}$ and $\beta=\sqrt{2I_2}$ with $I_1>I_2>0$. Show that

$$\lim_{L\to\infty}\left[V(-L)-V(L)\right]=I_1-I_2.$$

These decay constants stand for the usual exponential fall-off of a bound density, whose rate is set by the energy needed to remove an electron. The relation is put in here as a choice of parameters. The indices do not denote first and second ionization energies of one system. One may think of two distant one-electron atoms with ionization energies $I_1$ and $I_2$: on the outer side of the atom with the larger value $I_1$, both density tails fall off in the same direction and add up. The square root is increasing, so $0<\beta<\alpha$ and (g) applies. The two limits are $\alpha^2/2=I_1$ and $\beta^2/2=I_2$, and their difference is the height.

Lean treats $I_1$ and $I_2$ as real numbers; no many-electron Hamiltonian defines them. `Real.sq_sqrt` removes the square roots, and `sub` subtracts the limits.

```lean
/-- With decay constants `√(2I₁)` and `√(2I₂)`, `I₁ > I₂ > 0`, and positive weights, the height
of the step is the difference `I₁ - I₂` of the ionization energies. -/
theorem step_height {I₁ I₂ : ℝ} (ha : 0 < a) (hb : 0 < b) (h₂ : 0 < I₂) (h : I₂ < I₁) :
    Tendsto (fun L => invertedPotential a b (Real.sqrt (2 * I₁)) (Real.sqrt (2 * I₂)) (-L)
      - invertedPotential a b (Real.sqrt (2 * I₁)) (Real.sqrt (2 * I₂)) L)
      atTop (𝓝 (I₁ - I₂)) := by
  obtain ⟨-, hbot, htop⟩ := invertedPotential_step ha hb
    (Real.sqrt_pos.2 (by linarith : 0 < 2 * I₂))
    (Real.sqrt_lt_sqrt (by linarith) (by linarith : 2 * I₂ < 2 * I₁))
  rw [Real.sq_sqrt (by linarith), mul_div_cancel_left₀ _ two_ne_zero] at hbot htop
  exact (hbot.comp tendsto_neg_atTop_atBot).sub htop
```

## (i) Vanishing weight of the slow component

Fix $a>0$, $0<\beta<\alpha$ and a point $x$. Show that

$$\lim_{b\to0^+}x_0=+\infty,\qquad \lim_{b\to0^+}V(x)=\frac{\alpha^2}{2}.$$

As $b\to0^+$, the ratio $a/b$ grows without bound, and so does its logarithm. Division by the positive constant $2(\alpha-\beta)$ gives the first limit. Hence $x-x_0\to-\infty$, and (e) with the left limit in (f) gives the second.

The order of limits matters. For each $b>0$ the potential still tends to $\beta^2/2$ far to the right, while at each fixed $x$ it approaches $\alpha^2/2$ as $b$ vanishes.

The filter `𝓝[>] 0` expresses the approach to zero through positive values. The statements `hq`, `hp` and `hx` follow $a/b$, $x_0$ and $x-x_0$ in turn. Since (e) needs $b>0$, `congr'` exchanges profile and potential only for such $b$, which is all that this limit sees.

```lean
/-- For `a > 0` and `0 < β < α`, as the weight `b` of the slowly decaying component tends to zero
from above, the step recedes to plus infinity and the potential at any fixed point tends to
`α²/2`. -/
theorem step_recedes (ha : 0 < a) (hβ : 0 < β) (h : β < α) (x : ℝ) :
    Tendsto (fun b => stepPosition a b α β) (𝓝[>] 0) atTop ∧
      Tendsto (fun b => invertedPotential a b α β x) (𝓝[>] 0) (𝓝 (α ^ 2 / 2)) := by
  have hk : 0 < 2 * (α - β) := by linarith
  have hq : Tendsto (fun b : ℝ => a / b) (𝓝[>] 0) atTop := by
    simpa only [div_eq_mul_inv] using tendsto_inv_nhdsGT_zero.const_mul_atTop ha
  have hp : Tendsto (fun b => stepPosition a b α β) (𝓝[>] 0) atTop :=
    (Real.tendsto_log_atTop.comp hq).atTop_div_const hk
  refine ⟨hp, ?_⟩
  -- seen from the receding step, the fixed point moves to minus infinity
  have hx : Tendsto (fun b => x - stepPosition a b α β) (𝓝[>] 0) atBot := by
    simpa only [sub_eq_add_neg, Function.comp_apply] using
      tendsto_atBot_add_const_left (𝓝[>] (0 : ℝ)) x (tendsto_neg_atTop_atBot.comp hp)
  refine ((stepProfile_shape hβ h).2.1.comp hx).congr' ?_
  filter_upwards [self_mem_nhdsWithin] with b hb
  exact (invertedPotential_eq_profile ha hb h x).symm

end

end RecedingPotentialStep
```

```lean
#print axioms RecedingPotentialStep.step_height
#print axioms RecedingPotentialStep.step_recedes
```

```
'RecedingPotentialStep.step_height' depends on axioms: [propext, Classical.choice, Quot.sound]
'RecedingPotentialStep.step_recedes' depends on axioms: [propext, Classical.choice, Quot.sound]
```
